# Radius of absolute convergence of the ring series and its resummation to $\ln\det(1+\lambda M)-\lambda\operatorname{Tr}M$

## Question

Adding ring diagrams order by order can produce terms that alternate in sign and grow without bound while the closed logarithmic formula stays finite, so one asks for which couplings the series converges and whether its sum is then that formula. Let $M$ be a real positive semidefinite matrix with largest eigenvalue $x$, let $\lambda>0$, and set
$$R_m=(-1)^{m+1}\frac{\lambda^m\operatorname{Tr}(M^m)}{m},\qquad E=\ln\det(1+\lambda M)-\lambda\operatorname{Tr}M .$$
The claim is that $\sum_{m\ge2}|R_m|$ converges if and only if $\lambda x<1$, and that then $\sum_{m\ge2}R_m=E$. How is this stated and proved in Lean 4 with Mathlib?

## Answer

### The objects in Lean

$M$ is a `Matrix n n ℝ`, where `n` is a finite index type; the order of a term is called `m`. The definitions `ringTerm lam M m` and `ringEnergy lam M` are $R_m$ and $E$, and orders $m\ge2$ are indexed as `k + 2`. The hypothesis `M.PosSemidef` makes $M$ symmetric with eigenvalues $e_i\ge0$, and `IsGreatest (Set.range hM.isHermitian.eigenvalues) x` says that $x$ is an eigenvalue that no other exceeds, so the dimension is at least one.

In the random-phase approximation, with Coulomb matrix $v$ and non-interacting response $\chi_0$, the matrix $M$ stands for $-v^{1/2}\chi_0v^{1/2}$ in a finite real basis at one imaginary frequency, and $E$ is the frequency integrand of the correlation energy for the scaled interaction $\lambda v$ with $\chi_0$ held fixed, the full interaction being $\lambda=1$; semidefiniteness is assumed, and the frequency integral with its prefactor is absent.

The theorem `ring_series` has three parts: $\det(1+\lambda M)>0$; absolute summability is equivalent to `lam * x < 1`; and under that inequality the terms have sum $E$ in the sense of `HasSum`, which is independent of the order of summation. The first part matters because `Real.log` also returns a value at zero and at negative arguments. The theorem `ringEnergy_bounds` adds $R_2\le E\le0$ for every $\lambda\ge0$.

### Derivation

Write $M=UDU^{T}$ with $U$ orthogonal and $D=\operatorname{diag}(e_i)$. Since $U^TU=UU^T=1$, we have $M^m=UD^mU^T$ and $1+\lambda M=U(1+\lambda D)U^T$, so
$$\operatorname{Tr}M^m=\sum_i e_i^m,\qquad \det(1+\lambda M)=\prod_i(1+\lambda e_i).$$
Put $t_i=\lambda e_i\ge0$. Every factor is at least 1, so the determinant is positive and
$$R_m=\sum_i(-1)^{m+1}\frac{t_i^m}{m},\qquad E=\sum_i\big[\ln(1+t_i)-t_i\big].$$

Suppose $\lambda x<1$. Then $0\le t_i\le\lambda x<1$. For $|t|<1$ the series $\ln(1+t)=\sum_{m\ge1}(-1)^{m+1}t^m/m$ converges absolutely, and removing its first term gives $\sum_{m\ge2}(-1)^{m+1}t^m/m=\ln(1+t)-t$. Adding the finitely many modes gives $\sum_{m\ge2}R_m=E$ with absolute convergence.

Suppose $\lambda x\ge1$. All $e_i^m$ are non-negative and one of them is $x^m$, so $\operatorname{Tr}M^m\ge x^m$ and
$$|R_m|=\frac{\lambda^m|\operatorname{Tr}M^m|}{m}\ge\frac{(\lambda x)^m}{m}\ge\frac1m .$$
The harmonic series diverges, and so does $\sum_{m\ge2}|R_m|$.

For the bounds take one mode with $t\ge0$. The inequality $\ln y\le y-1$ at $y=1+t$ gives $\ln(1+t)-t\le0$. The function $\ln(1+t)-2t/(t+2)$ vanishes at $t=0$ and has derivative $t^2/[(1+t)(t+2)^2]\ge0$, so $\ln(1+t)\ge2t/(t+2)$. Since $(t-t^2/2)(t+2)=2t-t^3/2\le2t$, also $2t/(t+2)\ge t-t^2/2$. Hence $-t^2/2\le\ln(1+t)-t\le0$, and summing over modes gives $R_2\le E\le0$.

### The file

```lean
import Mathlib

open Matrix

namespace RingDiagramSeries

noncomputable section

variable {n : Type*} [Fintype n] [DecidableEq n]

/-- The ring term of order `m` at coupling `lam`: `(-1)^(m+1) lam^m Tr(M^m) / m`. -/
def ringTerm (lam : ℝ) (M : Matrix n n ℝ) (m : ℕ) : ℝ :=
  (-1) ^ (m + 1) * lam ^ m * trace (M ^ m) / m

/-- The resummed ring energy `ln det(1 + lam M) - lam Tr M`. -/
def ringEnergy (lam : ℝ) (M : Matrix n n ℝ) : ℝ :=
  Real.log (det (1 + lam • M)) - lam * trace M

/-- A real symmetric matrix is brought to the diagonal matrix of its eigenvalues by an
orthogonal matrix `U` (for real matrices `star U` is the transpose). -/
theorem exists_diagonalisation {M : Matrix n n ℝ} (hM : M.IsHermitian) :
    ∃ U : Matrix n n ℝ, U * star U = 1 ∧ star U * U = 1 ∧
      M = U * diagonal hM.eigenvalues * star U := by
  have h1 : (hM.eigenvectorUnitary : Matrix n n ℝ) *
      star (hM.eigenvectorUnitary : Matrix n n ℝ) = 1 :=
    Matrix.mem_unitaryGroup_iff.mp hM.eigenvectorUnitary.2
  refine ⟨hM.eigenvectorUnitary, h1, mul_eq_one_comm.mp h1, ?_⟩
  exact hM.spectral_theorem

/-- The trace of the `m`-th power of a real symmetric matrix is the sum of the `m`-th powers
of its eigenvalues. -/
theorem trace_pow_eq {M : Matrix n n ℝ} (hM : M.IsHermitian) (m : ℕ) :
    trace (M ^ m) = ∑ i, hM.eigenvalues i ^ m := by
  obtain ⟨U, h1, h2, h3⟩ := exists_diagonalisation hM
  have key : ∀ k : ℕ, M ^ k = U * diagonal hM.eigenvalues ^ k * star U := by
    intro k
    induction k with
    | zero => rw [pow_zero, pow_zero, mul_one, h1]
    | succ k ih =>
      calc M ^ (k + 1) = M ^ k * M := pow_succ M k
        _ = (U * diagonal hM.eigenvalues ^ k * star U) *
              (U * diagonal hM.eigenvalues * star U) := by rw [ih, ← h3]
        _ = U * diagonal hM.eigenvalues ^ k * (star U * U) *
              diagonal hM.eigenvalues * star U := by simp only [mul_assoc]
        _ = U * diagonal hM.eigenvalues ^ (k + 1) * star U := by
              rw [h2, mul_one, pow_succ]
              simp only [mul_assoc]
  rw [key, trace_mul_cycle, h2, one_mul, diagonal_pow, trace_diagonal]
  simp

/-- For real symmetric `M` with eigenvalues `e i`, the determinant of `1 + lam M` is the
product of the factors `1 + lam e i`. -/
theorem det_one_add_smul_eq {M : Matrix n n ℝ} (hM : M.IsHermitian) (lam : ℝ) :
    det (1 + lam • M) = ∏ i, (1 + lam * hM.eigenvalues i) := by
  obtain ⟨U, h1, h2, h3⟩ := exists_diagonalisation hM
  have hd : (1 : Matrix n n ℝ) + lam • diagonal hM.eigenvalues =
      diagonal (fun i => 1 + lam * hM.eigenvalues i) := by
    ext i j
    by_cases h : i = j
    · subst h
      simp
    · simp [one_apply, h]
  have key : 1 + lam • M = U * diagonal (fun i => 1 + lam * hM.eigenvalues i) * star U := by
    calc 1 + lam • M
        = U * star U + lam • (U * diagonal hM.eigenvalues * star U) := by rw [h1, ← h3]
      _ = U * (1 + lam • diagonal hM.eigenvalues) * star U := by
          simp only [mul_add, add_mul, mul_one, mul_smul_comm, smul_mul_assoc]
      _ = _ := by rw [hd]
  rw [key, det_mul_comm, ← mul_assoc, h2, one_mul, det_diagonal]

/-- Each ring term is a sum over eigenmodes of `(-1)^(m+1) (lam e i)^m / m`. -/
theorem ringTerm_eq_sum {M : Matrix n n ℝ} (hM : M.IsHermitian) (lam : ℝ) (m : ℕ) :
    ringTerm lam M m = ∑ i, (-1) ^ (m + 1) * (lam * hM.eigenvalues i) ^ m / m := by
  rw [ringTerm, trace_pow_eq hM, Finset.mul_sum, Finset.sum_div]
  refine Finset.sum_congr rfl fun i _ => ?_
  rw [mul_pow]
  ring

/-- If every factor `1 + lam e i` is positive, the resummed energy is the sum over eigenmodes
of `ln(1 + lam e i) - lam e i`. -/
theorem ringEnergy_eq_sum {M : Matrix n n ℝ} (hM : M.IsHermitian) (lam : ℝ)
    (h : ∀ i, 0 < 1 + lam * hM.eigenvalues i) :
    ringEnergy lam M =
      ∑ i, (Real.log (1 + lam * hM.eigenvalues i) - lam * hM.eigenvalues i) := by
  have ht := trace_pow_eq hM 1
  simp only [pow_one] at ht
  rw [ringEnergy, det_one_add_smul_eq hM, ht, Finset.mul_sum, Finset.sum_sub_distrib,
    Real.log_prod]
  intro i _
  exact (h i).ne'

/-- One mode: for `|t| < 1` the terms `(-1)^(m+1) t^m / m` with `m ≥ 2` sum to
`ln(1 + t) - t`. -/
theorem hasSum_single_mode {t : ℝ} (ht : |t| < 1) :
    HasSum (fun k : ℕ => (-1) ^ (k + 2 + 1) * t ^ (k + 2) / ((k + 2 : ℕ) : ℝ))
      (Real.log (1 + t) - t) := by
  have h := Real.hasSum_pow_div_log_of_abs_lt_one (x := -t) (by rwa [abs_neg])
  -- drop the first-order term of the logarithm series
  have h2 := ((hasSum_nat_add_iff' 1).mpr h).neg
  have e1 : (fun k : ℕ => (-1) ^ (k + 2 + 1) * t ^ (k + 2) / ((k + 2 : ℕ) : ℝ)) =
      fun b : ℕ => -((-t) ^ (b + 1 + 1) / (((b + 1 : ℕ) : ℝ) + 1)) := by
    funext k
    rw [neg_pow t]
    push_cast
    ring
  have e2 : Real.log (1 + t) - t =
      -(-Real.log (1 - -t) - ∑ i ∈ Finset.range 1, (-t) ^ (i + 1) / ((i : ℝ) + 1)) := by
    simp only [Finset.sum_range_one, sub_neg_eq_add]
    push_cast
    ring
  rw [e1, e2]
  exact h2

/-- For real symmetric `M` and real `lam` with `|lam e i| < 1` for all eigenvalues, the ring
terms of order `m ≥ 2` sum to `ln det(1 + lam M) - lam Tr M`. -/
theorem hasSum_ringTerm {M : Matrix n n ℝ} (hM : M.IsHermitian) (lam : ℝ)
    (h : ∀ i, |lam * hM.eigenvalues i| < 1) :
    HasSum (fun k : ℕ => ringTerm lam M (k + 2)) (ringEnergy lam M) := by
  rw [ringEnergy_eq_sum hM lam fun i => by linarith [(abs_lt.mp (h i)).1]]
  simp only [ringTerm_eq_sum hM]
  exact hasSum_sum fun i _ => hasSum_single_mode (h i)

/-- For real positive semidefinite `M` with largest eigenvalue `x` and `lam > 0`, the
determinant of `1 + lam M` is positive, the ring terms of order `m ≥ 2` are absolutely summable
exactly when `lam x < 1`, and then they sum to `ln det(1 + lam M) - lam Tr M`. -/
theorem ring_series {M : Matrix n n ℝ} (hM : M.PosSemidef) {x lam : ℝ}
    (hx : IsGreatest (Set.range hM.isHermitian.eigenvalues) x) (hl : 0 < lam) :
    0 < det (1 + lam • M) ∧
      (Summable (fun k : ℕ => |ringTerm lam M (k + 2)|) ↔ lam * x < 1) ∧
      (lam * x < 1 → HasSum (fun k : ℕ => ringTerm lam M (k + 2)) (ringEnergy lam M)) := by
  have h0 : ∀ j, 0 ≤ hM.isHermitian.eigenvalues j := fun j => hM.eigenvalues_nonneg j
  have hle : ∀ j, hM.isHermitian.eigenvalues j ≤ x := fun j => hx.2 ⟨j, rfl⟩
  obtain ⟨i, hi⟩ := hx.1
  have hsum : lam * x < 1 →
      HasSum (fun k : ℕ => ringTerm lam M (k + 2)) (ringEnergy lam M) := by
    intro h
    refine hasSum_ringTerm hM.isHermitian lam fun j => ?_
    rw [abs_of_nonneg (mul_nonneg hl.le (h0 j))]
    exact lt_of_le_of_lt (mul_le_mul_of_nonneg_left (hle j) hl.le) h
  refine ⟨?_, ⟨fun hs => ?_, fun h => (hsum h).summable.abs⟩, hsum⟩
  · rw [det_one_add_smul_eq hM.isHermitian]
    exact Finset.prod_pos fun j _ => by linarith [mul_nonneg hl.le (h0 j)]
  · by_contra hc
    have h1 : 1 ≤ lam * x := not_lt.mp hc
    -- the top mode alone makes each term at least `1 / m` in size
    have hb : ∀ m : ℕ, 1 / (m : ℝ) ≤ |ringTerm lam M m| := by
      intro m
      have habs : |ringTerm lam M m| = lam ^ m * |trace (M ^ m)| / m := by
        simp [ringTerm, abs_div, abs_mul, abs_pow, abs_of_pos hl]
      have htr : x ^ m ≤ trace (M ^ m) := by
        rw [trace_pow_eq hM.isHermitian, ← hi]
        exact Finset.single_le_sum (f := fun j => hM.isHermitian.eigenvalues j ^ m)
          (fun j _ => pow_nonneg (h0 j) m) (Finset.mem_univ i)
      rw [habs]
      apply div_le_div_of_nonneg_right _ (Nat.cast_nonneg m)
      calc (1 : ℝ) ≤ (lam * x) ^ m := one_le_pow₀ h1
        _ = lam ^ m * x ^ m := mul_pow _ _ _
        _ ≤ lam ^ m * |trace (M ^ m)| :=
          mul_le_mul_of_nonneg_left (le_trans htr (le_abs_self _)) (pow_nonneg hl.le m)
    -- comparison with the harmonic series
    have hh : Summable (fun k : ℕ => 1 / ((k + 2 : ℕ) : ℝ)) :=
      Summable.of_nonneg_of_le (fun k => by positivity) (fun k => hb (k + 2)) hs
    exact Real.not_summable_one_div_natCast
      ((summable_nat_add_iff (f := fun m : ℕ => 1 / (m : ℝ)) 2).mp hh)

/-- For real positive semidefinite `M` and every coupling `lam ≥ 0`, the resummed energy lies
between the second-order ring term and zero. -/
theorem ringEnergy_bounds {M : Matrix n n ℝ} (hM : M.PosSemidef) {lam : ℝ} (hl : 0 ≤ lam) :
    ringTerm lam M 2 ≤ ringEnergy lam M ∧ ringEnergy lam M ≤ 0 := by
  have h0 : ∀ j, 0 ≤ lam * hM.isHermitian.eigenvalues j :=
    fun j => mul_nonneg hl (hM.eigenvalues_nonneg j)
  -- one mode: `-t^2/2 ≤ ln(1 + t) - t ≤ 0` for `t ≥ 0`
  have low : ∀ t : ℝ, 0 ≤ t →
      (-1) ^ (2 + 1) * t ^ 2 / ((2 : ℕ) : ℝ) ≤ Real.log (1 + t) - t := by
    intro t ht
    have a := Real.le_log_one_add_of_nonneg ht
    have b : t - t ^ 2 / 2 ≤ 2 * t / (t + 2) := by
      rw [le_div_iff₀ (by linarith)]
      nlinarith [pow_nonneg ht 3]
    have c : (-1) ^ (2 + 1) * t ^ 2 / ((2 : ℕ) : ℝ) = -(t ^ 2 / 2) := by
      push_cast
      ring
    rw [c]
    linarith
  have up : ∀ t : ℝ, 0 ≤ t → Real.log (1 + t) - t ≤ 0 := by
    intro t ht
    have a := Real.log_le_sub_one_of_pos (show 0 < 1 + t by linarith)
    linarith
  rw [ringEnergy_eq_sum hM.isHermitian lam (fun j => by linarith [h0 j]),
    ringTerm_eq_sum hM.isHermitian]
  exact ⟨Finset.sum_le_sum fun j _ => low _ (h0 j),
    Finset.sum_nonpos fun j _ => up _ (h0 j)⟩

end

end RingDiagramSeries
```

```lean
#print axioms RingDiagramSeries.ring_series
-- 'RingDiagramSeries.ring_series' depends on axioms: [propext, Classical.choice, Quot.sound]
#print axioms RingDiagramSeries.ringEnergy_bounds
-- 'RingDiagramSeries.ringEnergy_bounds' depends on axioms: [propext, Classical.choice, Quot.sound]
```

### How the proof follows the derivation

The lemma `exists_diagonalisation` takes $U$ from Mathlib's spectral theorem; `star U` is $U^T$. In `trace_pow_eq` an induction gives $M^k=UD^kU^T$, cancelling `star U * U` at each step, and `trace_mul_cycle` removes $U$ from the trace. The lemma `det_one_add_smul_eq` does the same for the determinant with `det_mul_comm`. The mode sums are `ringTerm_eq_sum` and `ringEnergy_eq_sum`, the second using `Real.log_prod` on positive factors.

In `hasSum_single_mode`, the series for $-\ln(1-s)$ is taken at $s=-t$, its first term is removed by `hasSum_nat_add_iff'`, and the sign is reversed. Then `hasSum_ringTerm` adds the modes with `hasSum_sum`; it needs only a symmetric $M$ and a real $\lambda$ with $|\lambda e_i|<1$ for all $i$.

In `ring_series`, the step `hsum` verifies this condition from $0\le e_j\le x$, and `.summable.abs` passes to absolute values. The converse argues by contradiction: `htr` is $x^m\le\operatorname{Tr}M^m$, where semidefiniteness excludes cancellation between modes, `hb` is $1/m\le|R_m|$, and `Real.not_summable_one_div_natCast` supplies the divergence of the harmonic series. In `ringEnergy_bounds`, `low` and `up` are the two single-mode inequalities, the first starting from `Real.le_log_one_add_of_nonneg`.

### A numerical instance

Take $M=\begin{pmatrix}2&1\\1&2\end{pmatrix}$, with eigenvalues $1$ and $3$, so $x=3$ and $\operatorname{Tr}M^m=1+3^m=4,\,10,\,28,\,82,\,244$ for $m=1,\dots,5$.

For $\lambda=1/4$ we have $\lambda x=3/4$, $\det(1+\lambda M)=\tfrac54\cdot\tfrac74=\tfrac{35}{16}$ and $E=\ln\tfrac{35}{16}-1\approx-0.2172$. The terms are $R_2=-0.3125$, $R_3\approx0.1458$, $R_4\approx-0.0801$, $R_5\approx0.0477$, and the partial sums $-0.3125,\,-0.1667,\,-0.2467,\,-0.1991$ lie alternately below and above $E$.

For $\lambda=1$ we have $\lambda x=3$, $\det(1+\lambda M)=2\cdot4=8$ and $E=\ln8-4\approx-1.92$. The terms $R_2=-5$, $R_3=28/3$, $R_4=-41/2$ grow in size, and the bounds read $-5\le-1.92\le0$.

### The boundary $\lambda x=1$

At $\lambda x=1$ the theorem denies absolute summability and makes no statement about partial sums taken in increasing order. For $M=(1)$ and $\lambda=1$ these are the partial sums of $-\tfrac12+\tfrac13-\cdots$, which approach $\ln2-1=E$; that conditional limit comes from the alternating harmonic series and is not among the file's theorems.
